# Three vertex configurations admit a bounce-free directed-loop solution exactly when the largest weight is at most the sum of the other two

## A negative probability

Suppose that a directed-loop update has to scatter among three vertex configurations with weights 5, 1 and 1. Bounces undo the step just taken, so we set them to zero and solve the remaining linear equations. They have exactly one solution, and it assigns the exchange between the two light configurations the value \(-3/2\). Divided by the weight 1, this would be a scattering probability of \(-3/2\). No other choice of bounce-free probabilities repairs this, because the heavy configuration has more weight than the other two can absorb.

A simple inequality between the weights tells us beforehand whether this happens. If it does, the least amount of bouncing is also known.

## Scattering at a vertex

In directed-loop quantum Monte Carlo simulations of lattice spins or bosons, a loop head enters a vertex through one leg and leaves through the same leg or another one. If it leaves through another leg, it changes the vertex configuration on its way. The possible moves group the configurations, each taken together with its entrance leg, into closed sets. Let \(W_i\) be the weight of configuration \(i\) in one such set, and \(p_{ij}\) the probability of scattering from \(i\) to \(j\). The diagonal element \(p_{ii}\) is the bounce: the head leaves through the leg by which it came, and the configuration stays as it was.

We require normalisation and detailed balance,

\[
\sum_j p_{ij}=1,\qquad W_i p_{ij}=W_j p_{ji}.
\]

With the weighted rates \(a_{ij}=W_i p_{ij}\), these conditions become the directed-loop equations:

\[
a_{ij}=a_{ji},\qquad a_{ij}\ge 0,\qquad \sum_j a_{ij}=W_i .
\]

For positive weights we can return to the probabilities by \(p_{ij}=a_{ij}/W_i\), so the two descriptions are equivalent.

## No configuration can outweigh its partners without bouncing

Take any finite number of configurations. By symmetry, and because all the rates are nonnegative, a single rate cannot exceed the row sum at its other end:

\[
a_{ij}=a_{ji}\le\sum_k a_{jk}=W_j .
\]

Separating the bounce from the rest of row \(i\) gives

\[
W_i=a_{ii}+\sum_{j\ne i}a_{ij}\le a_{ii}+\sum_{j\ne i}W_j .
\]

For three configurations, numbered 0, 1, 2, the case \(i=0\) reads \(a_{00}\ge W_0-W_1-W_2\). If there are no bounces, then \(W_0\le W_1+W_2\).

## Half-sums solve the bounce-free equations

Now order the weights as \(W_0\ge W_1\ge W_2\ge 0\), and write \(x=a_{01}\), \(y=a_{02}\), \(z=a_{12}\). Without bounces the row sums are

\[
x+y=W_0,\qquad x+z=W_1,\qquad y+z=W_2 .
\]

Adding them gives \(x+y+z=(W_0+W_1+W_2)/2\). Subtracting each equation in turn leaves

\[
x=\frac{W_0+W_1-W_2}{2},\qquad y=\frac{W_0+W_2-W_1}{2},\qquad z=\frac{W_1+W_2-W_0}{2}.
\]

The solution is therefore unique. The ordering makes \(x\) and \(y\) nonnegative, and \(z\) is nonnegative exactly when \(W_0\le W_1+W_2\).

## The least bounce when the heaviest weight dominates

The total bounce is the trace \(\sum_i a_{ii}\). It is nonnegative, and it is at least \(a_{00}\ge W_0-W_1-W_2\). Hence

\[
\sum_i a_{ii}\ \ge\ \max(0,\;W_0-W_1-W_2).
\]

If \(W_0\le W_1+W_2\), the bounce-free solution attains the bound. Otherwise we choose \(a_{00}=W_0-W_1-W_2\), \(x=W_1\), \(y=W_2\) and \(z=0\). The light configurations then always scatter into the heavy one, which keeps only its excess as a bounce. For the weights 5, 1, 1 the least total bounce is 3, and the heavy configuration bounces with probability \(3/5\).

## The statements in Lean

The type `ι` labels a finite closed set of configurations, and `W : ι → ℝ` gives their weights. `Solves W a` collects the three directed-loop equations for the real matrix `a`, and `IsBalanced W p` collects nonnegativity, normalisation and detailed balance for the probabilities `p`. `BounceFree` says that the diagonal of a matrix vanishes, and it is applied to rates and probabilities alike.

The main theorem, `exists_bounceFree_iff`, uses `Fin 3`, whose elements are 0, 1 and 2. Its hypotheses `h01`, `h12` and `h2` state the ordering and the nonnegativity of the smallest weight. The ordering is only a choice of labels. The theorem says that some matrix `a` satisfies both `Solves W a` and `BounceFree a` if and only if `W 0 ≤ W 1 + W 2`.

`isLeast_total_bounce` considers the set of traces of all solutions. `IsLeast` means that the stated maximum belongs to this set and is a lower bound for it, so the minimum is attained. The quantity minimised is the weighted bounce \(\sum_i W_i p_{ii}\), not the plain sum of the bounce probabilities.

`exists_bounceFree_probabilities_iff` gives the same criterion for the probabilities that a program samples from. Here the smallest weight is assumed to be strictly positive, because the proof recovers the probabilities by dividing each row of rates by its weight.

Detailed balance at the vertex is assumed. It stands for the requirement that a scattering event and its reverse carry equal probability flow. The theorems treat one closed set of configurations at a time; the correctness of the full loop update and its autocorrelation times are separate questions.

```lean
import Mathlib

open Finset

namespace DirectedLoop

variable {ι : Type*} [Fintype ι]

/-- The directed-loop equations for vertex weights `W`: the matrix `a` of weighted
scattering rates is symmetric, nonnegative and has row sums `W`. -/
structure Solves (W : ι → ℝ) (a : Matrix ι ι ℝ) : Prop where
  symm : ∀ i j, a i j = a j i
  nonneg : ∀ i j, 0 ≤ a i j
  row_sum : ∀ i, ∑ j, a i j = W i

/-- No bounces: every diagonal entry vanishes. -/
def BounceFree (a : Matrix ι ι ℝ) : Prop := ∀ i, a i i = 0

/-- Scattering probabilities `p` that are nonnegative, normalised, and in detailed balance
with the weights `W`. -/
structure IsBalanced (W : ι → ℝ) (p : Matrix ι ι ℝ) : Prop where
  nonneg : ∀ i j, 0 ≤ p i j
  sum_one : ∀ i, ∑ j, p i j = 1
  balance : ∀ i j, W i * p i j = W j * p j i

/-- For positive weights, the rates `W i * p i j` solve the directed-loop equations exactly
when `p` is a normalised set of probabilities in detailed balance with `W`. -/
theorem solves_iff_isBalanced {W : ι → ℝ} (hW : ∀ i, 0 < W i) (p : Matrix ι ι ℝ) :
    Solves W (Matrix.of fun i j => W i * p i j) ↔ IsBalanced W p := by
  constructor
  · intro h
    refine ⟨fun i j => ?_, fun i => ?_, fun i j => h.symm i j⟩
    · exact (mul_nonneg_iff_of_pos_left (hW i)).1 (h.nonneg i j)
    · have hs : ∑ j, W i * p i j = W i := h.row_sum i
      rw [← Finset.mul_sum] at hs
      exact mul_left_cancel₀ (hW i).ne' (by rw [hs, mul_one])
  · intro h
    refine ⟨fun i j => h.balance i j,
      fun i j => mul_nonneg (hW i).le (h.nonneg i j), fun i => ?_⟩
    show ∑ j, W i * p i j = W i
    rw [← Finset.mul_sum, h.sum_one i, mul_one]

/-- For any number of configurations, each weight is at most its own bounce rate plus the
sum of all the other weights. -/
theorem weight_le_bounce_add [DecidableEq ι] {W : ι → ℝ} {a : Matrix ι ι ℝ}
    (h : Solves W a) (i : ι) : W i ≤ a i i + ∑ j ∈ univ.erase i, W j := by
  have hsplit : a i i + ∑ j ∈ univ.erase i, a i j = W i :=
    (Finset.add_sum_erase _ (fun j => a i j) (mem_univ i)).trans (h.row_sum i)
  -- the rate from i to j equals the reverse rate, which is bounded by the weight of j
  have hentry : ∀ j, a i j ≤ W j := fun j => calc
    a i j = a j i := h.symm i j
    _ ≤ ∑ k, a j k :=
      Finset.single_le_sum (f := fun k => a j k) (fun k _ => h.nonneg j k) (mem_univ i)
    _ = W j := h.row_sum j
  have hle : ∑ j ∈ univ.erase i, a i j ≤ ∑ j ∈ univ.erase i, W j :=
    Finset.sum_le_sum fun j _ => hentry j
  linarith

/-- Three configurations with bounce rate `b` in the first one only, and exchange rates
`x`, `y`, `z` for the pairs 01, 02, 12. -/
def rates (b x y z : ℝ) : Matrix (Fin 3) (Fin 3) ℝ :=
  !![b, x, y; x, 0, z; y, z, 0]

/-- Nonnegative rates solve the three-configuration equations when they add up to the
weights. -/
theorem solves_rates {W : Fin 3 → ℝ} {b x y z : ℝ} (hb : 0 ≤ b) (hx : 0 ≤ x)
    (hy : 0 ≤ y) (hz : 0 ≤ z) (h0 : b + x + y = W 0) (h1 : x + z = W 1)
    (h2 : y + z = W 2) : Solves W (rates b x y z) := by
  refine ⟨fun i j => ?_, fun i j => ?_, fun i => ?_⟩
  · fin_cases i <;> fin_cases j <;> simp [rates]
  · fin_cases i <;> fin_cases j <;> simp [rates, hb, hx, hy, hz]
  · fin_cases i <;> simp [rates, Fin.sum_univ_three] <;> linarith

/-- With three configurations, a bounce-free solution is fixed by the weights: each exchange rate is
half the amount by which the two weights involved together exceed the third. -/
theorem bounceFree_unique {W : Fin 3 → ℝ} {a : Matrix (Fin 3) (Fin 3) ℝ}
    (h : Solves W a) (hb : BounceFree a) :
    a = rates 0 ((W 0 + W 1 - W 2) / 2) ((W 0 + W 2 - W 1) / 2)
      ((W 1 + W 2 - W 0) / 2) := by
  have r0 := h.row_sum 0
  have r1 := h.row_sum 1
  have r2 := h.row_sum 2
  rw [Fin.sum_univ_three] at r0 r1 r2
  have d0 : a 0 0 = 0 := hb 0
  have d1 : a 1 1 = 0 := hb 1
  have d2 : a 2 2 = 0 := hb 2
  have s01 := h.symm 0 1
  have s02 := h.symm 0 2
  have s12 := h.symm 1 2
  ext i j
  fin_cases i <;> fin_cases j <;> simp [rates] <;> linarith

/-- With three configurations, the bounce rate of the first is at least its weight minus the
other two weights. -/
theorem bounce_lower_bound {W : Fin 3 → ℝ} {a : Matrix (Fin 3) (Fin 3) ℝ}
    (h : Solves W a) : W 0 - W 1 - W 2 ≤ a 0 0 := by
  have hle := weight_le_bounce_add h 0
  have hs := Finset.add_sum_erase univ W (mem_univ (0 : Fin 3))
  rw [Fin.sum_univ_three] at hs
  linarith

/-- For ordered nonnegative weights, the directed-loop equations have a bounce-free solution
if and only if the largest weight does not exceed the sum of the other two. -/
theorem exists_bounceFree_iff {W : Fin 3 → ℝ} (h01 : W 1 ≤ W 0) (h12 : W 2 ≤ W 1)
    (h2 : 0 ≤ W 2) :
    (∃ a, Solves W a ∧ BounceFree a) ↔ W 0 ≤ W 1 + W 2 := by
  constructor
  · rintro ⟨a, ha, hb⟩
    have hle := bounce_lower_bound ha
    have d0 : a 0 0 = 0 := hb 0
    linarith
  · intro h
    refine ⟨rates 0 ((W 0 + W 1 - W 2) / 2) ((W 0 + W 2 - W 1) / 2)
      ((W 1 + W 2 - W 0) / 2), ?_, ?_⟩
    · apply solves_rates <;> linarith
    · intro i
      fin_cases i <;> simp [rates]

/-- For ordered nonnegative weights, the smallest total bounce rate among all solutions is
the excess of the largest weight over the other two, or zero if there is no excess. -/
theorem isLeast_total_bounce {W : Fin 3 → ℝ} (h01 : W 1 ≤ W 0) (h12 : W 2 ≤ W 1)
    (h2 : 0 ≤ W 2) :
    IsLeast {t : ℝ | ∃ a, Solves W a ∧ a.trace = t} (max 0 (W 0 - W 1 - W 2)) := by
  constructor
  · by_cases h : W 0 ≤ W 1 + W 2
    · obtain ⟨a, ha, hb⟩ := (exists_bounceFree_iff h01 h12 h2).2 h
      refine ⟨a, ha, ?_⟩
      rw [max_eq_left (by linarith), Matrix.trace_fin_three, hb 0, hb 1, hb 2]
      norm_num
    · -- the dominant configuration keeps the excess weight as a bounce
      have h' : W 1 + W 2 < W 0 := lt_of_not_ge h
      refine ⟨rates (W 0 - W 1 - W 2) (W 1) (W 2) 0, ?_, ?_⟩
      · apply solves_rates <;> linarith
      · rw [max_eq_right (by linarith), Matrix.trace_fin_three]
        simp [rates]
  · rintro t ⟨a, ha, rfl⟩
    have hle := bounce_lower_bound ha
    have n0 := ha.nonneg 0 0
    have n1 := ha.nonneg 1 1
    have n2 := ha.nonneg 2 2
    rw [Matrix.trace_fin_three]
    exact max_le (by linarith) (by linarith)

/-- For ordered positive weights, normalised scattering probabilities in detailed balance and
without bounces exist if and only if the largest weight is at most the sum of the others. -/
theorem exists_bounceFree_probabilities_iff {W : Fin 3 → ℝ} (h01 : W 1 ≤ W 0)
    (h12 : W 2 ≤ W 1) (h2 : 0 < W 2) :
    (∃ p, IsBalanced W p ∧ BounceFree p) ↔ W 0 ≤ W 1 + W 2 := by
  have hW : ∀ i, 0 < W i := by
    intro i
    fin_cases i <;> simp <;> linarith
  rw [← exists_bounceFree_iff h01 h12 h2.le]
  constructor
  · rintro ⟨p, hp, hd⟩
    refine ⟨_, (solves_iff_isBalanced hW p).2 hp, fun i => ?_⟩
    show W i * p i i = 0
    rw [hd i, mul_zero]
  · rintro ⟨a, ha, hb⟩
    -- divide each row by its weight
    let p : Matrix (Fin 3) (Fin 3) ℝ := Matrix.of fun i j => a i j / W i
    have e : (Matrix.of fun i j => W i * p i j) = a := by
      ext i j
      have hi := (hW i).ne'
      show W i * (a i j / W i) = a i j
      field_simp
    refine ⟨p, (solves_iff_isBalanced hW p).1 (by rw [e]; exact ha), fun i => ?_⟩
    show a i i / W i = 0
    rw [hb i, zero_div]

end DirectedLoop
```

```lean
#print axioms DirectedLoop.bounceFree_unique
-- 'DirectedLoop.bounceFree_unique' depends on axioms: [propext, Classical.choice, Quot.sound]
#print axioms DirectedLoop.exists_bounceFree_iff
-- 'DirectedLoop.exists_bounceFree_iff' depends on axioms: [propext, Classical.choice, Quot.sound]
#print axioms DirectedLoop.isLeast_total_bounce
-- 'DirectedLoop.isLeast_total_bounce' depends on axioms: [propext, Classical.choice, Quot.sound]
#print axioms DirectedLoop.exists_bounceFree_probabilities_iff
-- 'DirectedLoop.exists_bounceFree_probabilities_iff' depends on axioms: [propext, Classical.choice, Quot.sound]
```

## How the proof follows the derivation

**From probabilities to rates.** `solves_iff_isBalanced` holds for any finite set of positive weights. Symmetry of the rates is detailed balance word for word. For normalisation, `Finset.mul_sum` takes the common factor `W i` out of the row sum, and `mul_left_cancel₀` cancels it. Nonnegativity passes between `p i j` and `W i * p i j` because `W i` is positive.

**The general bound.** In `weight_le_bounce_add`, `hsplit` separates the diagonal entry from the rest of the row. The `calc` block `hentry` is the chain \(a_{ij}=a_{ji}\le\sum_k a_{jk}=W_j\), and `Finset.sum_le_sum` adds these bounds over all \(j\ne i\). `bounce_lower_bound` specialises the result to configuration 0 out of three.

**Explicit solutions.** The matrix `rates b x y z` has the bounce `b` in configuration 0 and the exchange rates `x`, `y`, `z` defined above. `solves_rates` checks the directed-loop equations for it: `fin_cases` runs through the entries, and `linarith` closes the row sums from the three linear relations. This one lemma serves both the half-sum solution and the solution with a bounce.

**Uniqueness.** `bounceFree_unique` gathers three row sums, three vanishing diagonal entries and three symmetry relations. The matrix identity is then compared entry by entry, and `linarith` does the elimination that we did by adding and subtracting equations. No ordering of the weights is needed here.

**The criterion and the minimum.** One direction of `exists_bounceFree_iff` sets \(a_{00}=0\) in the lower bound; the other supplies the half-sums to `solves_rates`. In `isLeast_total_bounce`, a case distinction on `W 0 ≤ W 1 + W 2` selects the solution that attains the minimum. The lower bound follows from `max_le`, whose two parts are the nonnegativity of the trace and the bound on \(a_{00}\).

**Back to probabilities.** The last theorem first replaces the inequality by the existence of bounce-free rates. Given probabilities, it multiplies each row by its weight; given rates, it divides. The identity `e` confirms that dividing and then multiplying returns the original matrix, and a zero diagonal stays zero in both directions.
